# Pure gauge terms cancel in the second-order energy of a finite-dimensional quantum system

## States, operators and the gauge factor

Let $F$ be a complex inner product space with a finite orthonormal basis of vectors $b_k$, and let $H$ be a linear operator with $H b_k = E_k b_k$ and real energies $E_k$. The label $o$ marks the state whose energy is studied. The inner product $\langle x, y\rangle$ is linear in $y$, and $[X,Y] = XY - YX$.

In Lean the labels form the finite type `ι`, the basis is `b : OrthonormalBasis ι ℂ F`, the energies are `E : ι → ℝ`, and operators have type `Module.End ℂ F`. The finite basis makes $F$ finite-dimensional wherever `b` appears. Hermiticity is written `LinearMap.IsSymmetric`. It is never assumed for $H$, because an operator with an orthonormal eigenbasis and real eigenvalues is Hermitian.

```lean
import Mathlib

open Complex ComplexConjugate
open scoped InnerProductSpace

namespace SecondOrderGauge

noncomputable section

variable {F ι : Type*} [NormedAddCommGroup F] [InnerProductSpace ℂ F] [Fintype ι]
```

A gauge change is generated by a Hermitian operator $G$ and scales with the perturbation strength $l$. In a magnetic problem $G$ is a real function of the particle positions; the results below hold for any Hermitian $G$. Through second order its factor $e^{ilG}$ is

$$U(l) = 1 + l\,(iG) - \tfrac{1}{2}\, l^2 G^2 .$$

```lean
/-- The gauge factor `exp (i l G)` truncated after the second order in `l`. -/
def gaugeFactor (G : Module.End ℂ F) (l : ℂ) : Module.End ℂ F :=
  1 + l • (I • G) + l ^ 2 • ((-(1 / 2) : ℂ) • (G * G))
```

The perturbed Hamiltonian is $H + lV + l^2W$. In a magnetic problem, $V$ is the term linear in the field and $W$ the quadratic one. The gauge change replaces $V$ by

$$V' = V + i[G,H]$$

```lean
/-- The first-order perturbation after the gauge change: `V + i[G,H]`. -/
def gaugeFirst (H G V : Module.End ℂ F) : Module.End ℂ F :=
  V + I • (G * H - H * G)
```

and $W$ by

$$W' = W + i[G,V] - \tfrac12 [G,[G,H]] .$$

```lean
/-- The second-order perturbation after the gauge change: `W + i[G,V] - [G,[G,H]]/2`. -/
def gaugeSecond (H G V W : Module.End ℂ F) : Module.End ℂ F :=
  W + I • (G * V - V * G) - (1 / 2 : ℂ) • (G * (G * H - H * G) - (G * H - H * G) * G)
```

The quantity to be compared before and after the change is the second-order energy

$$E^{(2)}_o(V,W) = \langle b_o, W b_o\rangle + \sum_{E_k \neq E_o} \frac{|\langle b_k, V b_o\rangle|^2}{E_o - E_k} .$$

```lean
/-- The second-order energy of state `o` for the perturbation `l V + l² W`: the expectation
value of `W` plus the sum over states `k` whose energy differs from that of `o`. -/
def secondOrderEnergy (b : OrthonormalBasis ι ℂ F) (E : ι → ℝ) (o : ι)
    (V W : Module.End ℂ F) : ℂ :=
  ⟪b o, W (b o)⟫_ℂ + ∑ k with E k ≠ E o,
    ((‖⟪b k, V (b o)⟫_ℂ‖ ^ 2 / (E o - E k) : ℝ) : ℂ)
```

The sum leaves out every state degenerate with $b_o$, not only $b_o$ itself. The value is a complex number because $W$ is allowed to be any operator; it is real when $W$ is Hermitian. The formula is taken as a definition, and is not derived here from the eigenvalues of $H + lV + l^2W$.

## The transformed perturbations from conjugation

Write $K = iG$ and $Q = -G^2/2$. Then

$$U(l)\,(H + lV + l^2W)\,U(-l) = (1 + lK + l^2Q)(H + lV + l^2W)(1 - lK + l^2Q).$$

The coefficient of $l$ is $V + KH - HK = V + i[G,H] = V'$. The coefficient of $l^2$ is

$$W + KV - VK + QH + HQ - KHK .$$

Here $KV - VK = i[G,V]$, and the last three terms give

$$-\tfrac12\left(G^2H + HG^2\right) + GHG = -\tfrac12[G,[G,H]],$$

so the coefficient is $W'$. The term without $l$ is $H$, and all remaining terms carry at least $l^3$.

```lean
/-- Conjugating `H + l V + l² W` with the truncated gauge factor gives the gauge-changed
perturbations at first and second order, with a remainder that starts at `l³`. -/
theorem gauge_expansion (H G V W : Module.End ℂ F) :
    ∃ R₃ R₄ R₅ R₆ : Module.End ℂ F, ∀ l : ℂ,
      gaugeFactor G l * (H + l • V + l ^ 2 • W) * gaugeFactor G (-l) =
        H + l • gaugeFirst H G V + l ^ 2 • gaugeSecond H G V W
          + l ^ 3 • R₃ + l ^ 4 • R₄ + l ^ 5 • R₅ + l ^ 6 • R₆ := by
  obtain ⟨K, hK⟩ : ∃ K : Module.End ℂ F, K = I • G := ⟨_, rfl⟩
  obtain ⟨Q, hQ⟩ : ∃ Q : Module.End ℂ F, Q = (-(1 / 2) : ℂ) • (G * G) := ⟨_, rfl⟩
  have h1 : gaugeFirst H G V = V + K * H - H * K := by
    rw [hK]
    simp only [gaugeFirst, smul_mul_assoc, mul_smul_comm]
    module
  have h2 : gaugeSecond H G V W = W + K * V - V * K + Q * H + H * Q - K * H * K := by
    rw [hK, hQ]
    simp only [gaugeSecond, smul_mul_assoc, mul_smul_comm, smul_smul, I_mul_I, mul_sub,
      sub_mul, mul_assoc]
    module
  -- collect the products by their total order in `l`
  refine ⟨V * Q - W * K + K * H * Q - K * V * K + K * W - Q * H * K + Q * V,
    W * Q + K * V * Q - K * W * K + Q * H * Q - Q * V * K + Q * W,
    K * W * Q + Q * V * Q - Q * W * K, Q * W * Q, fun l => ?_⟩
  rw [h1, h2]
  simp only [gaugeFactor, ← hK, ← hQ, add_mul, mul_add, one_mul, mul_one, smul_mul_assoc,
    mul_smul_comm, mul_assoc]
  module
```

The operators `R₃` to `R₆` are chosen before `l`, so the remainder is a polynomial with fixed coefficients. The proof follows the calculation: `h1` and `h2` rewrite $V'$ and $W'$ in terms of $K$ and $Q$, the remainders are given explicitly, and `module` compares the coefficients of the operator products. This identity needs neither Hermiticity nor an eigenbasis.

## First-order matrix elements

Expand $x = \sum_i \langle b_i, x\rangle b_i$ and apply $H$ to each term. Orthonormality then picks out

$$\langle b_k, Hx\rangle = E_k \langle b_k, x\rangle .$$

```lean
/-- In an eigenbasis of `H`, the component of `H x` along state `k` is `E k` times that
of `x`. -/
theorem inner_eigen {b : OrthonormalBasis ι ℂ F} {E : ι → ℝ} {H : Module.End ℂ F}
    (hH : ∀ k, H (b k) = (E k : ℂ) • b k) (k : ι) (x : F) :
    ⟪b k, H x⟫_ℂ = (E k : ℂ) * ⟪b k, x⟫_ℂ := by
  have hx : H x = ∑ i, (⟪b i, x⟫_ℂ * (E i : ℂ)) • b i := by
    conv_lhs => rw [← b.sum_repr' x]
    simp only [map_sum, map_smul, hH, smul_smul]
  rw [hx, b.orthonormal.inner_right_fintype, mul_comm]
```

Set $g_k = \langle b_k, G b_o\rangle$ and $v_k = \langle b_k, V b_o\rangle$. In $\langle b_k, (GH - HG) b_o\rangle$ the first product gives $E_o g_k$ and the second gives $E_k g_k$, so

$$\langle b_k, V' b_o\rangle = v_k + i(E_o - E_k)\, g_k .$$

```lean
/-- The gauge change adds `i (E o - E k) ⟨k|G|o⟩` to the matrix element `⟨k|V|o⟩`. -/
theorem gaugeFirst_element {b : OrthonormalBasis ι ℂ F} {E : ι → ℝ} {H : Module.End ℂ F}
    (hH : ∀ k, H (b k) = (E k : ℂ) • b k) (G V : Module.End ℂ F) (o k : ι) :
    ⟪b k, gaugeFirst H G V (b o)⟫_ℂ =
      ⟪b k, V (b o)⟫_ℂ + I * ((E o - E k : ℝ) : ℂ) * ⟪b k, G (b o)⟫_ℂ := by
  simp only [gaugeFirst, LinearMap.add_apply, LinearMap.sub_apply, LinearMap.smul_apply,
    Module.End.mul_apply, hH o, map_smul, inner_add_right, inner_sub_right,
    inner_smul_right, inner_eigen hH]
  push_cast
  ring
```

## The second-order expectation value as a sum over states

For Hermitian $A$, moving $A$ to the left and inserting a complete set of states gives

$$\langle b_o, A x\rangle = \langle A b_o, x\rangle = \sum_k \overline{\langle b_k, A b_o\rangle}\,\langle b_k, x\rangle .$$

```lean
private theorem resolve (b : OrthonormalBasis ι ℂ F) {A : Module.End ℂ F}
    (hA : LinearMap.IsSymmetric A) (o : ι) (x : F) :
    ⟪b o, A x⟫_ℂ = ∑ k, conj ⟪b k, A (b o)⟫_ℂ * ⟪b k, x⟫_ℂ := by
  rw [← hA (b o) x, ← b.sum_inner_mul_inner]
  exact Finset.sum_congr rfl fun k _ => by rw [inner_conj_symm]
```

Applied to $G$ and to $V$, which is assumed to be Hermitian from here on, this yields

$$i\langle b_o, [G,V] b_o\rangle = i\sum_k (\bar g_k v_k - \bar v_k g_k).$$

For the double commutator, $H$ acts on $b_o$ at either end of the product, so

$$-\tfrac12\langle b_o,[G,[G,H]]b_o\rangle = \langle b_o, GHG\, b_o\rangle - E_o\langle b_o, G^2 b_o\rangle = -\sum_k (E_o - E_k)|g_k|^2 .$$

Together,

$$\langle b_o, W' b_o\rangle = \langle b_o, W b_o\rangle + \sum_k \left[\, i(\bar g_k v_k - \bar v_k g_k) - (E_o - E_k)|g_k|^2 \right].$$

```lean
/-- The expectation value of the gauge-changed second-order perturbation, written as a sum
over a complete set of states. -/
theorem gaugeSecond_expectation {b : OrthonormalBasis ι ℂ F} {E : ι → ℝ}
    {H G V : Module.End ℂ F} (hH : ∀ k, H (b k) = (E k : ℂ) • b k)
    (hG : LinearMap.IsSymmetric G) (hV : LinearMap.IsSymmetric V)
    (W : Module.End ℂ F) (o : ι) :
    ⟪b o, gaugeSecond H G V W (b o)⟫_ℂ = ⟪b o, W (b o)⟫_ℂ + ∑ k,
      (I * (conj ⟪b k, G (b o)⟫_ℂ * ⟪b k, V (b o)⟫_ℂ
          - conj ⟪b k, V (b o)⟫_ℂ * ⟪b k, G (b o)⟫_ℂ)
        - ((E o - E k : ℝ) : ℂ) * (conj ⟪b k, G (b o)⟫_ℂ * ⟪b k, G (b o)⟫_ℂ)) := by
  have hGV := resolve b hG o (V (b o))
  have hVG := resolve b hV o (G (b o))
  have hGG := resolve b hG o (G (b o))
  have hGHG := resolve b hG o (H (G (b o)))
  simp only [inner_eigen hH] at hGHG
  simp only [gaugeSecond, LinearMap.add_apply, LinearMap.sub_apply, LinearMap.smul_apply,
    Module.End.mul_apply, hH o, map_sub, map_smul, inner_add_right, inner_sub_right,
    inner_smul_right, inner_eigen hH]
  -- split the sum into the four operator products
  have key : ∑ k, (I * (conj ⟪b k, G (b o)⟫_ℂ * ⟪b k, V (b o)⟫_ℂ
          - conj ⟪b k, V (b o)⟫_ℂ * ⟪b k, G (b o)⟫_ℂ)
        - ((E o - E k : ℝ) : ℂ) * (conj ⟪b k, G (b o)⟫_ℂ * ⟪b k, G (b o)⟫_ℂ)) =
      I * (∑ k, conj ⟪b k, G (b o)⟫_ℂ * ⟪b k, V (b o)⟫_ℂ
        - ∑ k, conj ⟪b k, V (b o)⟫_ℂ * ⟪b k, G (b o)⟫_ℂ)
      + (∑ k, conj ⟪b k, G (b o)⟫_ℂ * ((E k : ℂ) * ⟪b k, G (b o)⟫_ℂ)
        - (E o : ℂ) * ∑ k, conj ⟪b k, G (b o)⟫_ℂ * ⟪b k, G (b o)⟫_ℂ) := by
    rw [← Finset.sum_sub_distrib, Finset.mul_sum, Finset.mul_sum,
      ← Finset.sum_sub_distrib, ← Finset.sum_add_distrib]
    refine Finset.sum_congr rfl fun k _ => ?_
    push_cast
    ring
  rw [key]
  linear_combination I * hGV - I * hVG - (E o : ℂ) * hGG + hGHG
```

The four facts `hGV`, `hVG`, `hGG` and `hGHG` are the insertions for the products $GV$, $VG$, $GG$ and $GHG$. The step `key` splits the single sum into these four, and `linear_combination` adds them with the coefficients found above.

## Cancellation state by state

The sum runs over all $k$, including states degenerate with $b_o$. For those the term with $E_o - E_k$ vanishes, and what remains is real:

$$i(\bar g v - \bar v g) = -2\,\mathrm{Im}(\bar g v).$$

```lean
private theorem cross_term (g v : ℂ) :
    I * (conj g * v - conj v * g) = ((-2 * (conj g * v).im : ℝ) : ℂ) := by
  apply Complex.ext <;> simp <;> ring
```

For the other states put $d = E_o - E_k \neq 0$. The transformed matrix element enters the second-order sum as

$$\frac{|v + i d g|^2}{d} = \frac{|v|^2}{d} + i(\bar v g - \bar g v) + d\,|g|^2 .$$

The last two terms are exactly opposite to the contribution of the same state to $\langle b_o, W' b_o\rangle$. Only $|v|^2/d$ is left.

```lean
private theorem shift_term (g v : ℂ) {d : ℝ} (hd : d ≠ 0) :
    I * (conj g * v - conj v * g) - (d : ℂ) * (conj g * g)
      + ((‖v + I * (d : ℂ) * g‖ ^ 2 / d : ℝ) : ℂ) = ((‖v‖ ^ 2 / d : ℝ) : ℂ) := by
  have hd' : (d : ℂ) ≠ 0 := by exact_mod_cast hd
  have hN : conj (v + I * (d : ℂ) * g) * (v + I * (d : ℂ) * g) = conj v * v
      + d * (I * (conj v * g - conj g * v)) + d ^ 2 * (conj g * g) := by
    simp only [map_add, map_mul, conj_I, conj_ofReal]
    linear_combination (-(d : ℂ) ^ 2 * (conj g * g)) * I_sq
  push_cast
  rw [← Complex.conj_mul', ← Complex.conj_mul', hN]
  field_simp
  ring
```

In the proof, `hN` is the expanded square multiplied out with complex conjugates, and `field_simp` clears the denominator $d$.

Adding up all states gives the exact change of the second-order energy:

$$E^{(2)}_o(V',W') = E^{(2)}_o(V,W) - 2\sum_{E_k = E_o} \mathrm{Im}(\bar g_k v_k).$$

```lean
/-- The exact change of the second-order energy under a gauge change: only states with the
same energy as `o` contribute. -/
theorem gauge_defect {b : OrthonormalBasis ι ℂ F} {E : ι → ℝ}
    {H G V : Module.End ℂ F} (hH : ∀ k, H (b k) = (E k : ℂ) • b k)
    (hG : LinearMap.IsSymmetric G) (hV : LinearMap.IsSymmetric V)
    (W : Module.End ℂ F) (o : ι) :
    secondOrderEnergy b E o (gaugeFirst H G V) (gaugeSecond H G V W) =
      secondOrderEnergy b E o V W + ∑ k with E k = E o,
        ((-2 * (conj ⟪b k, G (b o)⟫_ℂ * ⟪b k, V (b o)⟫_ℂ).im : ℝ) : ℂ) := by
  simp only [secondOrderEnergy, Finset.sum_filter]
  rw [gaugeSecond_expectation hH hG hV, add_assoc, add_assoc, ← Finset.sum_add_distrib,
    ← Finset.sum_add_distrib]
  congr 1
  refine Finset.sum_congr rfl fun k _ => ?_
  rw [gaugeFirst_element hH]
  by_cases h : E k = E o
  · rw [if_neg (not_not.2 h), if_neg (not_not.2 h), if_pos h, h, cross_term]
    simp
  · -- away from degeneracy the cancellation holds state by state
    rw [if_pos h, if_pos h, if_neg h, add_zero]
    exact shift_term _ _ (sub_ne_zero.2 (Ne.symm h))
```

The proof writes the restricted sums as sums over all $k$ with a case distinction, merges them, and compares term by term. The case `E k = E o` uses `cross_term`, the other uses `shift_term`.

## Invariance when the perturbation leaves the degenerate level uncoupled

The term $k = o$ in the defect is always zero, since $g_o$ and $v_o$ are diagonal elements of Hermitian operators and therefore real. The remaining terms vanish if $v_k = 0$ for every other state with $E_k = E_o$. Then

$$E^{(2)}_o(V',W') = E^{(2)}_o(V,W).$$

```lean
/-- Gauge invariance of the second-order energy, when `V` does not couple the state `o` to
other states of the same energy. -/
theorem gauge_invariance {b : OrthonormalBasis ι ℂ F} {E : ι → ℝ}
    {H G V : Module.End ℂ F} (hH : ∀ k, H (b k) = (E k : ℂ) • b k)
    (hG : LinearMap.IsSymmetric G) (hV : LinearMap.IsSymmetric V)
    (W : Module.End ℂ F) (o : ι)
    (hdeg : ∀ k, k ≠ o → E k = E o → ⟪b k, V (b o)⟫_ℂ = 0) :
    secondOrderEnergy b E o (gaugeFirst H G V) (gaugeSecond H G V W) =
      secondOrderEnergy b E o V W := by
  -- diagonal elements of Hermitian operators are real
  have real_diag : ∀ A : Module.End ℂ F, LinearMap.IsSymmetric A →
      (⟪b o, A (b o)⟫_ℂ).im = 0 := fun A hA =>
    Complex.conj_eq_iff_im.1 (by rw [inner_conj_symm]; exact hA _ _)
  rw [gauge_defect hH hG hV, Finset.sum_eq_zero, add_zero]
  intro k hk
  by_cases hko : k = o
  · subst hko
    simp only [Complex.mul_im, Complex.conj_im, real_diag G hG, real_diag V hV, mul_zero,
      neg_zero, zero_mul, add_zero, Complex.ofReal_zero]
  · simp [hdeg k hko (Finset.mem_filter.1 hk).2]
```

The condition is the hypothesis `hdeg`. Physically, it says that the first-order perturbation does not mix $b_o$ with its degenerate partners. For a nondegenerate level it holds automatically. If it fails, $b_o$ is not a correct starting state for perturbation theory, and the defect is not a change in a measurable energy. If it holds in a degenerate level, $W$ and the second-order couplings may still mix the states, and $E^{(2)}_o$ is then an invariant expression but need not be the energy shift of an actual perturbed state.

## The pure gauge case

Now let there be no perturbation at all, $V = W = 0$. The gauge change still produces the operators

$$A = i[G,H], \qquad B = -\tfrac12[G,[G,H]],$$

and the coupling condition holds trivially, whatever the degeneracies. Since $E^{(2)}_o(0,0) = 0$,

$$\langle b_o, B b_o\rangle + \sum_{E_k \neq E_o} \frac{|\langle b_k, A b_o\rangle|^2}{E_o - E_k} = 0 .$$

The formulas above show the balance directly: the expectation value is $-\sum_k (E_o - E_k)|g_k|^2$, and the sum over states is the same expression with a plus sign.

```lean
/-- For the pure gauge perturbations `A = i[G,H]` and `B = -[G,[G,H]]/2`, the expectation
value of `B` and the second-order sum over `A` cancel. -/
theorem pure_gauge_cancellation {b : OrthonormalBasis ι ℂ F} {E : ι → ℝ}
    {H G : Module.End ℂ F} (hH : ∀ k, H (b k) = (E k : ℂ) • b k)
    (hG : LinearMap.IsSymmetric G) (o : ι) :
    ⟪b o, (-((1 / 2 : ℂ) • (G * (G * H - H * G) - (G * H - H * G) * G))) (b o)⟫_ℂ
      + ∑ k with E k ≠ E o,
        ((‖⟪b k, (I • (G * H - H * G)) (b o)⟫_ℂ‖ ^ 2 / (E o - E k) : ℝ) : ℂ) = 0 := by
  have h := gauge_invariance (V := 0) hH hG (fun x y => by simp) 0 o (fun k _ _ => by simp)
  have h1 : gaugeFirst H G 0 = I • (G * H - H * G) := by
    simp only [gaugeFirst, zero_add]
  have h2 : gaugeSecond H G 0 0 =
      -((1 / 2 : ℂ) • (G * (G * H - H * G) - (G * H - H * G) * G)) := by
    simp only [gaugeSecond, mul_zero, zero_mul, sub_zero, smul_zero, add_zero, zero_sub]
  have h3 : secondOrderEnergy b E o 0 0 = 0 := by simp [secondOrderEnergy]
  rw [h1, h2, h3] at h
  exact h

end

end SecondOrderGauge
```

The Lean proof specialises `gauge_invariance` to zero perturbations; `h1`, `h2` and `h3` simplify the three quantities that result.

In calculations of magnetic properties, this is the pattern by which the diamagnetic and paramagnetic parts of a gauge-origin shift compensate each other, here for finite matrices with $A$ and $B$ built as commutators of the same $G$ and $H$. If the linear and quadratic field terms of the Hamiltonian in continuous space are instead projected onto a finite basis, their matrices do not in general have this commutator form, and the results can depend on the gauge origin.

```lean
#print axioms SecondOrderGauge.gauge_expansion
-- 'SecondOrderGauge.gauge_expansion' depends on axioms: [propext, Classical.choice, Quot.sound]
#print axioms SecondOrderGauge.pure_gauge_cancellation
-- 'SecondOrderGauge.pure_gauge_cancellation' depends on axioms: [propext, Classical.choice, Quot.sound]
```
